# Soft and hard expansions sum to the full two-mass loop integral for 0 < m < M and 0 < ε < 1

To split the loop integral

I = ∫₀^∞ k^(1−2ε) / ((k² + m²)(k² + M²)) dk

into a soft part (k ~ m) and a hard part (k ~ M), I have to choose a value for integrals that diverge. The soft expansion converges only for k < M and the hard one only for k > m, so both hold between m and M, yet I am told to integrate every term over all k. Why doesn't that count some momenta twice?

## Divergent terms as continued one-scale integrals

Each term is given the value of its analytic continuation in the exponent. With that choice the two series add up to I, and no overlap term is needed.

Start with the one-scale integral for 0 < ε < 1 and μ > 0:

T(μ,ε) = ∫₀^∞ k^(1−2ε)/(k² + μ²) dk

Setting k² = μ²x, then x = t/(1−t), gives

T(μ,ε) = ½ μ^(−2ε) ∫₀^∞ x^(−ε)/(1+x) dx
∫₀^∞ x^(−ε)/(1+x) dx = ∫₀¹ t^(−ε)(1−t)^(ε−1) dt = Γ(1−ε)Γ(ε) = π/sin(πε)

so T(μ,ε) = π μ^(−2ε)/(2 sin(πε)). The right-hand side makes sense for every complex ε that is not an integer, and it defines T there. Since sin(π(ε−1)) = −sin(πε),

T(μ,ε−1) = −μ² T(μ,ε)

In the soft region, expand 1/(k²+M²) in k²/M². Term n = 0, 1, 2, … is

(−1)ⁿ M^(−2n−2) T(m,ε−n) = (m²/M²)ⁿ T(m,ε)/M²

In the hard region, expand 1/(k²+m²) in m²/k². Term n is

(−1)ⁿ m^(2n) T(M,ε+n+1) = −(m²/M²)ⁿ T(M,ε)/M²

Both series are geometric, and their sum is

(T(m,ε) − T(M,ε))/(M² − m²)

Partial fractions give the same value for I directly:

1/((k²+m²)(k²+M²)) = [1/(k²+m²) − 1/(k²+M²)]/(M² − m²)

I = π/(2 sin(πε)) · (m^(−2ε) − M^(−2ε))/(M² − m²)

An overlap term would expand both propagators and leave pure powers of k, with no scale. Split at any momentum, with each piece continued separately, such an integral is 0. The overlap therefore adds nothing to the total, in agreement with the sum above, which already equals I.

## What the Lean statement fixes

`twoScale` is the actual integral I over real k > 0. It is a radial integral in 2−2ε Euclidean dimensions, without angular factor or couplings. `tadpole μ a` is the closed form of T with a complex number a in place of ε; the name usually denotes a whole one-propagator diagram. `softTerm` and `hardTerm` use it at shifted exponents, so the regularisation enters by definition.

`twoScale_eq` is the closed form. `method_of_regions` says, through `HasSum`, that the series of combined terms converges to `twoScale`, viewed as a complex number.

In an effective theory with the heavy particle removed, soft terms correspond to light-particle loops with contact vertices and hard terms to matching contributions. What is proved here is only that the two sets of terms add up to the full result, for one integral without external momenta. Nonrelativistic quantum electrodynamics (NRQED), used for radiative corrections to atomic energy levels, is a different case: it keeps its heavy particles as nonrelativistic fields, and its diagrams have external momenta and energy denominators that this model lacks.

The masses must differ. At m = M every soft term cancels its hard partner, so the series sums to 0, while I is positive. The value ε = 0 is excluded because every soft and every hard term has a pole there. The poles cancel in each combined term, and as ε → 0 the integral I tends to the finite value ln(M/m)/(M² − m²).

```lean
import Mathlib

open MeasureTheory Set
open scoped Real

namespace MethodOfRegions

noncomputable section

/-- The two-scale loop integral over `k > 0` with a light mass `m` and a heavy mass `M`. -/
def twoScale (m M ε : ℝ) : ℝ :=
  ∫ k in Ioi (0 : ℝ), k ^ (1 - 2 * ε) / ((k ^ 2 + m ^ 2) * (k ^ 2 + M ^ 2))

/-- The analytically regularised one-scale integral of `k^(1-2a)/(k²+μ²)`,
for `μ > 0` and complex `a` that is not an integer. -/
def tadpole (μ : ℝ) (a : ℂ) : ℂ :=
  π / (2 * Complex.sin (π * a)) * (μ : ℂ) ^ (-2 * a)

/-- Term `n` of the soft region, for `m > 0`, `M ≠ 0` and `a` not an integer: the heavy propagator
is expanded in `k²/M²`, and the remaining integral has the light mass only. -/
def softTerm (m M : ℝ) (a : ℂ) (n : ℕ) : ℂ :=
  (-1) ^ n / ((M : ℂ) ^ 2) ^ (n + 1) * tadpole m (a - n)

/-- Term `n` of the hard region, for `M > 0` and `a` not an integer: the light propagator is
expanded in `m²/k²`, and the remaining integral has the heavy mass only. -/
def hardTerm (m M : ℝ) (a : ℂ) (n : ℕ) : ℂ :=
  (-1) ^ n * ((m : ℂ) ^ 2) ^ n * tadpole M (a + n + 1)

/-- For `0 < ε < 1` the integral of `x^(-ε)/(1+x)` over `x > 0` is `π / sin(πε)`. -/
theorem integral_unit_scale {ε : ℝ} (h0 : 0 < ε) (h1 : ε < 1) :
    ∫ x in Ioi (0 : ℝ), x ^ (-ε) / (1 + x) = π / Real.sin (π * ε) := by
  -- the Beta integral, evaluated by the reflection formula
  have hbeta : ∫ t in Ioo (0 : ℝ) 1, t ^ (-ε) * (1 - t) ^ (ε - 1)
      = π / Real.sin (π * ε) := by
    have hB := Complex.Gamma_mul_Gamma_eq_betaIntegral (s := ((1 - ε : ℝ) : ℂ)) (t := (ε : ℂ))
      (by rw [Complex.ofReal_re]; linarith) (by rwa [Complex.ofReal_re])
    have hs : ((1 - ε : ℝ) : ℂ) + ε = 1 := by simp
    rw [hs, Complex.Gamma_one, one_mul, mul_comm] at hB
    have hR := Complex.Gamma_mul_Gamma_one_sub (ε : ℂ)
    have hc : (1 : ℂ) - ε = ((1 - ε : ℝ) : ℂ) := by simp
    rw [hc, hB] at hR
    have key : ((∫ t in Ioo (0 : ℝ) 1, t ^ (-ε) * (1 - t) ^ (ε - 1) : ℝ) : ℂ)
        = Complex.betaIntegral ((1 - ε : ℝ) : ℂ) ε := by
      rw [← integral_complex_ofReal, Complex.betaIntegral,
        intervalIntegral.integral_of_le zero_le_one, integral_Ioc_eq_integral_Ioo]
      refine setIntegral_congr_fun measurableSet_Ioo fun t ht => ?_
      have hu : 0 ≤ 1 - t := by linarith [ht.2]
      have he : (1 : ℂ) - ε - 1 = -ε := by ring
      show ((t ^ (-ε) * (1 - t) ^ (ε - 1) : ℝ) : ℂ)
        = (t : ℂ) ^ (((1 - ε : ℝ) : ℂ) - 1) * (1 - (t : ℂ)) ^ ((ε : ℂ) - 1)
      rw [Complex.ofReal_mul, Complex.ofReal_cpow ht.1.le, Complex.ofReal_cpow hu]
      push_cast
      rw [he]
    apply Complex.ofReal_injective
    rw [key, hR]
    simp
  -- the map t ↦ t/(1-t) takes the unit interval to the half line
  have himg : (fun t : ℝ => t / (1 - t)) '' Ioo 0 1 = Ioi 0 := by
    ext x
    constructor
    · rintro ⟨t, ht, rfl⟩
      exact div_pos ht.1 (sub_pos.2 ht.2)
    · intro hx
      have hx : 0 < x := hx
      have h : 1 - x / (1 + x) = (1 + x)⁻¹ := by field_simp; ring
      refine ⟨x / (1 + x), ⟨by positivity, ?_⟩, ?_⟩
      · rw [div_lt_one (by positivity)]
        linarith
      · show x / (1 + x) / (1 - x / (1 + x)) = x
        rw [h]
        field_simp
  have hder : ∀ t ∈ Ioo (0 : ℝ) 1, HasDerivWithinAt (fun t : ℝ => t / (1 - t))
      (1 / (1 - t) ^ 2) (Ioo 0 1) t := by
    intro t ht
    have hne : 1 - t ≠ 0 := (sub_pos.2 ht.2).ne'
    exact (((hasDerivAt_id' t).fun_div ((hasDerivAt_id' t).const_sub 1) hne).congr_deriv
      (by congr 1; ring)).hasDerivWithinAt
  have hinj : InjOn (fun t : ℝ => t / (1 - t)) (Ioo 0 1) := by
    intro s hs t ht h
    have h : s / (1 - s) = t / (1 - t) := h
    rw [div_eq_div_iff (sub_pos.2 hs.2).ne' (sub_pos.2 ht.2).ne'] at h
    linarith
  rw [← himg, integral_image_eq_integral_abs_deriv_smul measurableSet_Ioo hder hinj, ← hbeta]
  refine setIntegral_congr_fun measurableSet_Ioo fun t ht => ?_
  have hu : 0 < 1 - t := sub_pos.2 ht.2
  have hne : 1 - t ≠ 0 := hu.ne'
  have h : 1 + t / (1 - t) = (1 - t)⁻¹ := by field_simp; ring
  show |1 / (1 - t) ^ 2| * ((t / (1 - t)) ^ (-ε) / (1 + t / (1 - t)))
    = t ^ (-ε) * (1 - t) ^ (ε - 1)
  rw [abs_of_nonneg (by positivity), h, Real.div_rpow ht.1.le hu.le,
    Real.rpow_neg hu.le ε, Real.rpow_sub_one hne, div_inv_eq_mul, div_inv_eq_mul]
  generalize t ^ (-ε) = A
  generalize (1 - t) ^ ε = B
  field_simp

/-- One-scale integral: for `μ > 0` and `0 < ε < 1`, the integral of `k^(1-2ε)/(k²+μ²)` over
`k > 0` is `π μ^(-2ε) / (2 sin(πε))`. -/
theorem integral_one_scale {μ ε : ℝ} (hμ : 0 < μ) (h0 : 0 < ε) (h1 : ε < 1) :
    ∫ k in Ioi (0 : ℝ), k ^ (1 - 2 * ε) / (k ^ 2 + μ ^ 2)
      = π / (2 * Real.sin (π * ε)) * μ ^ (-2 * ε) := by
  -- rescale by μ²
  have hscale : ∫ x in Ioi (0 : ℝ), (μ ^ 2 * x) ^ (-ε) / (μ ^ 2 * x + μ ^ 2)
      = (μ ^ 2)⁻¹ * ∫ y in Ioi (0 : ℝ), y ^ (-ε) / (y + μ ^ 2) := by
    simpa only [mul_zero, smul_eq_mul] using
      integral_comp_mul_left_Ioi (fun y : ℝ => y ^ (-ε) / (y + μ ^ 2)) 0
        (b := μ ^ 2) (by positivity)
  have hL : ∫ x in Ioi (0 : ℝ), (μ ^ 2 * x) ^ (-ε) / (μ ^ 2 * x + μ ^ 2)
      = (μ ^ 2)⁻¹ * (μ ^ (-2 * ε) * (π / Real.sin (π * ε))) := by
    rw [← integral_unit_scale h0 h1, ← integral_const_mul, ← integral_const_mul]
    refine setIntegral_congr_fun measurableSet_Ioi fun x hx => ?_
    have hx : 0 < x := hx
    have he : -2 * ε = ((2 : ℕ) : ℝ) * (-ε) := by push_cast; ring
    have hf : μ ^ 2 * x + μ ^ 2 = μ ^ 2 * (1 + x) := by ring
    show (μ ^ 2 * x) ^ (-ε) / (μ ^ 2 * x + μ ^ 2)
      = (μ ^ 2)⁻¹ * (μ ^ (-2 * ε) * (x ^ (-ε) / (1 + x)))
    rw [he, Real.rpow_mul hμ.le, Real.rpow_natCast, Real.mul_rpow (by positivity) hx.le, hf,
      div_eq_mul_inv, mul_inv]
    ring
  have hne : (μ ^ 2)⁻¹ ≠ 0 := by positivity
  have hJ := mul_left_cancel₀ hne (hscale.symm.trans hL)
  -- substitute y = k²
  have hsq := integral_comp_rpow_Ioi_of_pos
    (g := fun y : ℝ => y ^ (-ε) / (y + μ ^ 2)) (p := 2) two_pos
  have hk : ∫ k in Ioi (0 : ℝ), (2 * k ^ ((2 : ℝ) - 1)) •
      ((k ^ (2 : ℝ)) ^ (-ε) / (k ^ (2 : ℝ) + μ ^ 2))
      = 2 * ∫ k in Ioi (0 : ℝ), k ^ (1 - 2 * ε) / (k ^ 2 + μ ^ 2) := by
    rw [← integral_const_mul]
    refine setIntegral_congr_fun measurableSet_Ioi fun k hk => ?_
    have hk : 0 < k := hk
    have e1 : k ^ (1 - 2 * ε) = k ^ ((2 : ℝ) - 1) * (k ^ (2 : ℝ)) ^ (-ε) := by
      rw [← Real.rpow_mul hk.le, ← Real.rpow_add hk]
      congr 1
      ring
    show (2 * k ^ ((2 : ℝ) - 1)) * ((k ^ (2 : ℝ)) ^ (-ε) / (k ^ (2 : ℝ) + μ ^ 2))
      = 2 * (k ^ (1 - 2 * ε) / (k ^ 2 + μ ^ 2))
    rw [e1, Real.rpow_two]
    ring
  have h2 := hk.symm.trans (hsq.trans hJ)
  linear_combination h2 / 2

/-- Closed form of the two-scale integral for `0 < m < M` and `0 < ε < 1`. -/
theorem twoScale_eq {m M ε : ℝ} (hm : 0 < m) (hmM : m < M) (h0 : 0 < ε) (h1 : ε < 1) :
    twoScale m M ε = π / (2 * Real.sin (π * ε)) *
      ((m ^ (-2 * ε) - M ^ (-2 * ε)) / (M ^ 2 - m ^ 2)) := by
  have hM : 0 < M := hm.trans hmM
  have hd : M ^ 2 - m ^ 2 ≠ 0 := by nlinarith
  have hsin : 0 < Real.sin (π * ε) :=
    Real.sin_pos_of_pos_of_lt_pi (by positivity) (by nlinarith [Real.pi_pos])
  -- a nonzero Bochner integral can only come from an integrable function
  have hint : ∀ μ : ℝ, 0 < μ →
      IntegrableOn (fun k : ℝ => k ^ (1 - 2 * ε) / (k ^ 2 + μ ^ 2)) (Ioi 0) := by
    intro μ hμ
    by_contra h
    have h2 : ∫ k in Ioi (0 : ℝ), k ^ (1 - 2 * ε) / (k ^ 2 + μ ^ 2) = 0 := integral_undef h
    rw [integral_one_scale hμ h0 h1] at h2
    have h3 : 0 < π / (2 * Real.sin (π * ε)) * μ ^ (-2 * ε) := by positivity
    linarith
  -- partial fractions
  have hpf : twoScale m M ε = ∫ k in Ioi (0 : ℝ), (M ^ 2 - m ^ 2)⁻¹ *
      (k ^ (1 - 2 * ε) / (k ^ 2 + m ^ 2) - k ^ (1 - 2 * ε) / (k ^ 2 + M ^ 2)) := by
    refine setIntegral_congr_fun measurableSet_Ioi fun k _ => ?_
    have ha : k ^ 2 + m ^ 2 ≠ 0 := by positivity
    have hb : k ^ 2 + M ^ 2 ≠ 0 := by positivity
    show k ^ (1 - 2 * ε) / ((k ^ 2 + m ^ 2) * (k ^ 2 + M ^ 2)) = (M ^ 2 - m ^ 2)⁻¹ *
      (k ^ (1 - 2 * ε) / (k ^ 2 + m ^ 2) - k ^ (1 - 2 * ε) / (k ^ 2 + M ^ 2))
    generalize k ^ (1 - 2 * ε) = P
    field_simp
    ring
  rw [hpf, integral_const_mul, integral_sub (hint m hm) (hint M hM),
    integral_one_scale hm h0 h1, integral_one_scale hM h0 h1]
  ring

/-- For `μ > 0` the regularised integral is holomorphic away from the integers, and it equals
the convergent one-scale integral for real `0 < ε < 1`. -/
theorem tadpole_continuation {μ : ℝ} (hμ : 0 < μ) :
    DifferentiableOn ℂ (tadpole μ) {a | ∀ n : ℤ, a ≠ n} ∧
    ∀ ε : ℝ, 0 < ε → ε < 1 → tadpole μ ε =
      ((∫ k in Ioi (0 : ℝ), k ^ (1 - 2 * ε) / (k ^ 2 + μ ^ 2) : ℝ) : ℂ) := by
  constructor
  · intro a ha
    have hπ : (π : ℂ) ≠ 0 := Complex.ofReal_ne_zero.2 Real.pi_ne_zero
    have hs : 2 * Complex.sin (π * a) ≠ 0 := by
      refine mul_ne_zero two_ne_zero fun h => ?_
      obtain ⟨k, hk⟩ := Complex.sin_eq_zero_iff.1 h
      exact ha k (mul_left_cancel₀ hπ (hk.trans (mul_comm _ _)))
    have hd : DifferentiableAt ℂ (fun a : ℂ => 2 * Complex.sin (π * a)) a := by fun_prop
    have he : DifferentiableAt ℂ (fun a : ℂ => -2 * a) a := by fun_prop
    have hp : DifferentiableAt ℂ (fun a : ℂ => (μ : ℂ) ^ (-2 * a)) a :=
      he.const_cpow (Or.inl (Complex.ofReal_ne_zero.2 hμ.ne'))
    exact (((differentiableAt_const (π : ℂ)).div hd hs).mul hp).differentiableWithinAt
  · intro ε h0 h1
    rw [integral_one_scale hμ h0 h1, Complex.ofReal_mul, Complex.ofReal_cpow hμ.le]
    simp [tadpole]

/-- For `μ > 0` and `a` not an integer, inserting `n` extra powers of `k²` in the numerator
multiplies the regularised one-scale integral by `(-μ²)^n`. -/
theorem tadpole_sub_nat {μ : ℝ} (hμ : 0 < μ) (a : ℂ) (n : ℕ) :
    tadpole μ (a - n) = (-(μ : ℂ) ^ 2) ^ n * tadpole μ a := by
  have step : ∀ b : ℂ, tadpole μ (b - 1) = -(μ : ℂ) ^ 2 * tadpole μ b := by
    intro b
    have hs : Complex.sin (π * (b - 1)) = -Complex.sin (π * b) := by
      rw [mul_sub, mul_one, Complex.sin_sub_pi]
    have he : -2 * (b - 1) = -2 * b + ((2 : ℕ) : ℂ) := by push_cast; ring
    rw [tadpole, tadpole, hs, he, Complex.cpow_add _ _ (Complex.ofReal_ne_zero.2 hμ.ne'),
      Complex.cpow_natCast]
    ring
  induction n with
  | zero => simp
  | succ n ih =>
    have h : a - ((n + 1 : ℕ) : ℂ) = a - n - 1 := by push_cast; ring
    rw [h, step, ih]
    ring

/-- Expansion of a propagator `1/(x+y)` in powers of the smaller of its two terms,
for `‖x‖ < ‖y‖`. -/
theorem propagator_expansion {x y : ℂ} (h : ‖x‖ < ‖y‖) :
    HasSum (fun n : ℕ => (-1) ^ n * x ^ n / y ^ (n + 1)) (1 / (x + y)) := by
  have hy' : 0 < ‖y‖ := (norm_nonneg x).trans_lt h
  have hy : y ≠ 0 := norm_pos_iff.1 hy'
  have hxy : x + y ≠ 0 := by
    intro h0
    rw [eq_neg_of_add_eq_zero_left h0, norm_neg] at h
    exact lt_irrefl _ h
  have hr : ‖-x / y‖ < 1 := by
    rw [norm_div, norm_neg, div_lt_one hy']
    exact h
  convert (hasSum_geometric_of_norm_lt_one hr).mul_left (1 / y) using 1
  · rfl
  · funext n
    rw [div_pow, neg_pow x n, pow_succ]
    ring
  · have e : 1 - -x / y = (x + y) / y := by field_simp; ring
    rw [e, inv_div]
    field_simp

/-- For `0 < m < M` and `a` not an integer, the soft region sums to the light-mass one-scale
integral divided by `M² - m²`. -/
theorem soft_region {m M : ℝ} (hm : 0 < m) (hmM : m < M) (a : ℂ) :
    HasSum (softTerm m M a) (tadpole m a / ((M : ℂ) ^ 2 - (m : ℂ) ^ 2)) := by
  have hn : ‖-(m : ℂ) ^ 2‖ < ‖(M : ℂ) ^ 2‖ := by
    rw [norm_neg, norm_pow, norm_pow, Complex.norm_real, Complex.norm_real,
      Real.norm_of_nonneg hm.le, Real.norm_of_nonneg (hm.trans hmM).le]
    exact pow_lt_pow_left₀ hmM hm.le two_ne_zero
  convert (propagator_expansion hn).mul_right (tadpole m a) using 1
  · rfl
  · funext n
    rw [softTerm, tadpole_sub_nat hm]
    ring
  · rw [show -(m : ℂ) ^ 2 + (M : ℂ) ^ 2 = (M : ℂ) ^ 2 - (m : ℂ) ^ 2 by ring]
    ring

/-- For `0 < m < M` and `a` not an integer, the hard region sums to minus the heavy-mass one-scale
integral divided by `M² - m²`. -/
theorem hard_region {m M : ℝ} (hm : 0 < m) (hmM : m < M) (a : ℂ) :
    HasSum (hardTerm m M a) (-tadpole M a / ((M : ℂ) ^ 2 - (m : ℂ) ^ 2)) := by
  have hM : 0 < M := hm.trans hmM
  have hn : ‖-(m : ℂ) ^ 2‖ < ‖(M : ℂ) ^ 2‖ := by
    rw [norm_neg, norm_pow, norm_pow, Complex.norm_real, Complex.norm_real,
      Real.norm_of_nonneg hm.le, Real.norm_of_nonneg hM.le]
    exact pow_lt_pow_left₀ hmM hm.le two_ne_zero
  have aux : ∀ s r Q X : ℂ, s * s = 1 → Q ≠ 0 →
      s * r * X = s * (s * r) / Q * -(s * (-1) * Q * X) := by
    intro s r Q X hs hQ
    have e : s * (s * r) / Q * -(s * (-1) * Q * X) = (s * s) * (s * r * X) := by
      field_simp
    rw [e, hs, one_mul]
  convert (propagator_expansion hn).mul_right (-tadpole M a) using 1
  · rfl
  · funext n
    -- relate the shifted heavy integral to the unshifted one
    have hs := tadpole_sub_nat hM (a + n + 1) (n + 1)
    rw [show a + n + 1 - ((n + 1 : ℕ) : ℂ) = a by push_cast; ring] at hs
    have hone : (-1 : ℂ) ^ n * (-1) ^ n = 1 := by rw [← mul_pow]; simp
    have hQ : ((M : ℂ) ^ 2) ^ (n + 1) ≠ 0 :=
      pow_ne_zero _ (pow_ne_zero _ (Complex.ofReal_ne_zero.2 hM.ne'))
    rw [hardTerm, hs, neg_pow ((m : ℂ) ^ 2) n, neg_pow ((M : ℂ) ^ 2) (n + 1),
      pow_succ (-1 : ℂ) n]
    exact aux _ _ _ _ hone hQ
  · rw [show -(m : ℂ) ^ 2 + (M : ℂ) ^ 2 = (M : ℂ) ^ 2 - (m : ℂ) ^ 2 by ring]
    ring

/-- Method of regions: for `0 < m < M` and `0 < ε < 1`, the soft and hard expansions, integrated
term by term in analytic regularisation, add up to the full two-scale integral. -/
theorem method_of_regions {m M ε : ℝ} (hm : 0 < m) (hmM : m < M) (h0 : 0 < ε) (h1 : ε < 1) :
    HasSum (fun n => softTerm m M ε n + hardTerm m M ε n) (twoScale m M ε : ℂ) := by
  have hM : 0 < M := hm.trans hmM
  convert (soft_region hm hmM (ε : ℂ)).add (hard_region hm hmM (ε : ℂ)) using 1
  rw [twoScale_eq hm hmM h0 h1, (tadpole_continuation hm).2 ε h0 h1,
    (tadpole_continuation hM).2 ε h0 h1, integral_one_scale hm h0 h1,
    integral_one_scale hM h0 h1]
  push_cast
  ring

end

end MethodOfRegions
```

```lean
#print axioms MethodOfRegions.method_of_regions
```

```
'MethodOfRegions.method_of_regions' depends on axioms: [propext, Classical.choice, Quot.sound]
```

## From the Beta integral to the sum over regions

`integral_unit_scale` carries out the substitution x = t/(1−t) and the Gamma reflection. `integral_one_scale` rescales by μ² and substitutes y = k². `twoScale_eq` applies the partial fractions.

`tadpole_continuation` shows that `tadpole` is holomorphic off the integers and agrees with the convergent integral on 0 < ε < 1. `tadpole_sub_nat` iterates the shift relation by induction. `propagator_expansion` is the geometric series, which `soft_region` and `hard_region` multiply by the unshifted one-scale value; both use the shift relation, the soft case at a with n steps and the hard case at a+n+1 with n+1 steps. `method_of_regions` adds the two sums and compares them with the closed form.

One device deserves a closer look. Splitting the integral of a difference with `integral_sub` requires both parts to be integrable. Mathlib assigns the value 0 to the integral of a non-integrable function (`integral_undef`). The one-scale integral has already been computed and is positive, so its integrand must be integrable, and no separate estimates at small and large k are needed. This is not circular, because the change-of-variables theorems behind that value do not assume integrability.
